# For one bosonic mode, a two-sided ideal containing a normal-ordered polynomial contains each of its scalar coefficients

Let `a` and `b` be elements of an algebra over a field of characteristic zero with `a * b - b * a = 1`, the relation obeyed by the annihilation and creation operators of one bosonic mode; `b` need not be the adjoint of `a`. A normal-ordered expression is here a finite sum of terms `b ^ i * a ^ j` with scalar coefficients. The theorem `scalar_mem` states that a two-sided ideal containing such an expression also contains each coefficient, regarded as a multiple of the identity. The proof writes the expression as a sum over a finite square of exponents, then applies `coeff_mem` twice, first to remove the powers of `b` and then, with the pair `-b`, `a`, to remove those of `a`.

Lean 4 with Mathlib refuses this proof:

```lean
import Mathlib

open Polynomial

namespace ScalarMem

noncomputable section

variable {A : Type*} [Ring A] {a b : A}

/-- If `ab - ba = 1`, the commutator of `a` with `b ^ (n + 1)` is `(n + 1) b ^ n`. -/
theorem commutator_pow (h : a * b - b * a = 1) (n : ℕ) :
    a * b ^ (n + 1) - b ^ (n + 1) * a = ((n + 1 : ℕ) : A) * b ^ n := by
  induction n with
  | zero => simpa using h
  | succ n ih =>
    calc a * b ^ (n + 1 + 1) - b ^ (n + 1 + 1) * a
        = (a * b ^ (n + 1) - b ^ (n + 1) * a) * b + b ^ (n + 1) * (a * b - b * a) := by
          rw [pow_succ b (n + 1)]
          generalize b ^ (n + 1) = u
          noncomm_ring
      _ = ((n + 1 + 1 : ℕ) : A) * b ^ (n + 1) := by
          rw [ih, h, mul_one, mul_assoc, ← pow_succ]
          push_cast
          simp only [add_mul, one_mul]

/-- Over a characteristic-zero field, let `ab - ba = 1` and let all `c i` commute with `a`.
A two-sided ideal that contains the sum of the `b ^ i * c i` contains every `c i` in the sum. -/
theorem coeff_mem (K : Type*) [Field K] [CharZero K] [Algebra K A]
    (h : a * b - b * a = 1) (I : TwoSidedIdeal A) (c : ℕ → A)
    (hc : ∀ i, a * c i = c i * a) (n : ℕ)
    (hx : ∑ i ∈ Finset.range n, b ^ i * c i ∈ I) : ∀ i < n, c i ∈ I := by
  induction n generalizing c with
  | zero => intro i hi; omega
  | succ n ih =>
    rw [Finset.sum_range_succ', pow_zero, one_mul] at hx
    have step : ∀ i, a * (b ^ (i + 1) * c (i + 1)) - b ^ (i + 1) * c (i + 1) * a
        = b ^ i * (((i + 1 : ℕ) : A) * c (i + 1)) := fun i => by
      calc _ = (a * b ^ (i + 1) - b ^ (i + 1) * a) * c (i + 1) := by
            rw [mul_assoc (b ^ (i + 1)) (c (i + 1)) a, ← hc]
            simp only [sub_mul, mul_assoc]
        _ = _ := by
            rw [commutator_pow h, (Nat.cast_commute (i + 1) (b ^ i)).eq, mul_assoc]
    -- the commutator with `a` stays in the ideal and has one power of `b` less
    have low := I.sub_mem (I.mul_mem_left a _ hx) (I.mul_mem_right _ a hx)
    rw [mul_add, add_mul, hc 0, add_sub_add_right_eq_sub, Finset.mul_sum, Finset.sum_mul,
      ← Finset.sum_sub_distrib, Finset.sum_congr rfl fun i _ => step i] at low
    have high : ∀ i < n, c (i + 1) ∈ I := fun i hi => by
      have h1 := ih (fun i => ((i + 1 : ℕ) : A) * c (i + 1)) (fun i => by
        rw [← mul_assoc, ← (Nat.cast_commute (i + 1) a).eq, mul_assoc, mul_assoc, hc]) low i hi
      -- characteristic zero: the factor `i + 1` can be divided out
      have e : algebraMap K A (((i + 1 : ℕ) : K)⁻¹) * ((i + 1 : ℕ) : A) = 1 := by
        rw [← map_natCast (algebraMap K A), ← map_mul,
          inv_mul_cancel₀ (Nat.cast_ne_zero.2 (Nat.succ_ne_zero i)), map_one]
      have h2 := I.mul_mem_left (algebraMap K A (((i + 1 : ℕ) : K)⁻¹)) _ h1
      rwa [← mul_assoc, e, one_mul] at h2
    have tail : ∑ i ∈ Finset.range n, b ^ (i + 1) * c (i + 1) ∈ I :=
      Finset.sum_induction _ (· ∈ I) (fun _ _ hu hv => I.add_mem hu hv) I.zero_mem
        fun i hi => I.mul_mem_left _ _ (high i (Finset.mem_range.1 hi))
    intro i hi
    cases i with
    | zero => simpa using I.sub_mem hx tail
    | succ i => exact high i (by omega)

variable {K : Type*} [Field K] [Algebra K A]

/-- The normal-ordered expression with coefficients `c`: the finite sum of
`c (i, j) b ^ i a ^ j`, with all `b` to the left of all `a`. -/
def normalOrdered (a b : A) (c : ℕ × ℕ →₀ K) : A :=
  c.sum fun p z => z • (b ^ p.1 * a ^ p.2)

/-- Over a characteristic-zero field with `ab - ba = 1`, a two-sided ideal that contains a
normal-ordered expression contains each of its scalar coefficients. -/
theorem scalar_mem [CharZero K] (h : a * b - b * a = 1) (I : TwoSidedIdeal A)
    (c : ℕ × ℕ →₀ K) (hx : normalOrdered a b c ∈ I) (p : ℕ × ℕ) :
    algebraMap K A (c p) ∈ I := by
  obtain ⟨n, hn⟩ : ∃ n, n = c.support.sup (fun q : ℕ × ℕ => q.1 + q.2) + p.1 + p.2 + 1 :=
    ⟨_, rfl⟩
  have hs : c.support ⊆ Finset.range n ×ˢ Finset.range n := by
    intro q hq
    have hq' := Finset.le_sup (f := fun q : ℕ × ℕ => q.1 + q.2) hq
    dsimp only at hq'
    simp only [Finset.mem_product, Finset.mem_range]
    omega
  have e : normalOrdered a b c = ∑ i ∈ Finset.range n,
      b ^ i * ∑ j ∈ Finset.range n, a ^ j * algebraMap K A (c (i, j)) := by
    rw [normalOrdered, Finsupp.sum_of_support_subset c hs]
    · rw [Finset.sum_product]
      refine Finset.sum_congr rfl fun i _ => ?_
      rw [Finset.mul_sum]
      refine Finset.sum_congr rfl fun j _ => ?_
      show c (i, j) • (b ^ i * a ^ j) = _
      rw [← mul_assoc, ← Algebra.commutes, Algebra.smul_def]
    · simp
  rw [e] at hx
  -- first strip the powers of `b`, then those of `a`, using the pair `(-b, a)`
  have h1 := coeff_mem K h I
    (fun i => ∑ j ∈ Finset.range n, a ^ j * algebraMap K A (c (i, j)))
    (fun i => (Commute.sum_right _ _ _ fun j _ =>
      ((Commute.refl a).pow_right j).mul_right (Algebra.commutes _ a).symm).eq)
    n hx p.1 (by omega)
  have h' : -b * a - a * -b = 1 := by
    have e' : -b * a - a * -b = a * b - b * a := by noncomm_ring
    rw [e', h]
  exact coeff_mem K h' I (fun j => algebraMap K A (c (p.1, j)))
    (fun j => (Algebra.commutes _ _).symm) n h1 p.2 (by omega)

end

end ScalarMem
```

The compiler's answer:

```
Main.lean:82:4: error: `dsimp` made no progress
```

What went wrong. The error arises in the proof of `hs`, which says that all exponents with nonzero coefficients lie below the bound `n`. There `Finset.le_sup` is given the function `fun q => q.1 + q.2`, and the next line, `dsimp only at hq'`, would serve to evaluate that function at `q`. The message says that `dsimp` found nothing to simplify: `hq'` already had the plain sum `q.1 + q.2` on its left-hand side. Lean treats a `dsimp` call that changes nothing as an error, so the proof failed there although the hypothesis was in the wanted form.

The repair deletes the call and leaves a blank line, which has no effect. The closing `omega` can use `hq'` as it stands, together with the definition of `n` in `hn`, to show that both exponents are less than `n`.

The mended proof, as a diff:

```diff
@@ -80,5 +80,5 @@
     intro q hq
     have hq' := Finset.le_sup (f := fun q : ℕ × ℕ => q.1 + q.2) hq
-    dsimp only at hq'
+
     simp only [Finset.mem_product, Finset.mem_range]
     omega
```
